# A hopping ring closed by a phase is diagonalised by the roots of $w^n=s$

The ring is modelled as a one-way hop plus its Hermitian conjugate, and the boundary condition is a single complex number $s$ on the bond that closes the ring. The eigenvalue equation and the orthogonality of the waves are proved for $|s|=1$. Physically, $s$ is the phase that a particle picks up on going once around in the direction of the one-way hop, as from a magnetic flux through the ring; the opposite direction gives $\bar s$. The values $s=1$ and $s=-1$ give the periodic and antiperiodic rings.

These two signs arise when a periodic XX spin chain is mapped to free fermions by the Jordan-Wigner transformation: in the usual convention, odd fermion number gives $s=1$ and even fermion number gives $s=-1$. Here $s$ is given, not derived from a spin Hamiltonian. The results concern one particle on a finite, non-interacting ring, whose eigenvectors are the modes to be filled in each parity sector of that chain.

```lean
import Mathlib

open Matrix

namespace ParityDependentMomenta

noncomputable section
```

## The ring and its waves

Sites are numbered $0,\dots,n-1$, as in Lean's `Fin n`. The one-way hop $T$ has $T_{i,i+1}=1$ and $T_{n-1,0}=s$, so $(T\psi)_i=\psi_{i+1}$ inside the chain and $(T\psi)_{n-1}=s\,\psi_0$ at its end.

```lean
/-- One-way hopping on `n` sites: amplitude one to the neighbouring site and amplitude `s`
on the bond that closes the ring. -/
def hop (n : ℕ) (s : ℂ) : Matrix (Fin n) (Fin n) ℂ :=
  Matrix.of fun i j =>
    if (j : ℕ) = (i : ℕ) + 1 then 1 else if (i : ℕ) + 1 = n ∧ (j : ℕ) = 0 then s else 0
```

The hopping matrix is $H=T+T^\dagger$, with `ᴴ` denoting the conjugate transpose. The hopping amplitude is $+1$, which sets the unit and the sign of the energy.

```lean
/-- The ring hopping matrix: one-way hopping plus its Hermitian conjugate. -/
def ringHopping (n : ℕ) (s : ℂ) : Matrix (Fin n) (Fin n) ℂ :=
  hop n s + (hop n s)ᴴ
```

The trial wave has amplitudes $\psi_j(w)=w^{j+1}$, that is, $(w,w^2,\dots,w^n)$. It is not normalised; for $|w|=1$ the unit vector is $\psi(w)/\sqrt n$.

```lean
/-- The wave with amplitudes `w, w^2, ..., w^n` on the successive sites. -/
def wave (n : ℕ) (w : ℂ) : Fin n → ℂ := fun j => w ^ ((j : ℕ) + 1)
```

The allowed factors per site are the solutions of $w^n=s$, collected in a finite set without multiplicity.

```lean
/-- The allowed factors per site: for `n ≠ 0`, the complex roots of `w^n = s`. -/
def momenta (n : ℕ) (s : ℂ) : Finset ℂ := (Polynomial.nthRoots n s).toFinset
```

For $n\ne0$, membership in this set is exactly the equation.

```lean
/-- For `n ≠ 0`, a number is an allowed factor exactly when its `n`-th power is `s`. -/
theorem mem_momenta {n : ℕ} (hn : n ≠ 0) (s w : ℂ) : w ∈ momenta n s ↔ w ^ n = s := by
  rw [momenta, Multiset.mem_toFinset, Polynomial.mem_nthRoots (Nat.pos_of_ne_zero hn)]
```

For $n\ge3$ the neighbour entries of $H$ are $1$, the corners are $H_{n-1,0}=s$ and $H_{0,n-1}=\bar s$, and everything else is zero. When $s=\pm1$ both corners equal $s$. On shorter rings these positions overlap and their contributions add: two sites have off-diagonal entries $1+s$ and $1+\bar s$, and one site has the single entry $s+\bar s$. The eigenvector theorems cover these cases too.

```lean
/-- On a ring of at least three sites the neighbour entries are one, the two corner entries
are `s` and its conjugate, and all other entries vanish. -/
theorem ringHopping_entries {n : ℕ} (hn : 3 ≤ n) (s : ℂ) (i j : Fin n) :
    ringHopping n s i j =
      if (j : ℕ) = (i : ℕ) + 1 ∨ (i : ℕ) = (j : ℕ) + 1 then 1
      else if (i : ℕ) + 1 = n ∧ (j : ℕ) = 0 then s
      else if (j : ℕ) + 1 = n ∧ (i : ℕ) = 0 then star s else 0 := by
  have hi := i.isLt
  have hj := j.isLt
  rw [ringHopping, Matrix.add_apply, Matrix.conjTranspose_apply]
  simp only [hop, Matrix.of_apply]
  split_ifs <;> first | (exfalso; omega) | simp
```

## Each root gives an eigenvector

If $w^n=s$ and $|s|=1$, then $|w|^n=1$. Since $|w|$ is a non-negative real number and $n\neq0$, it follows that $|w|=1$, or $\bar w w=1$.

```lean
/-- Every `n`-th root of a phase is itself a phase. -/
theorem root_phase {n : ℕ} (hn : n ≠ 0) {s w : ℂ} (hs : ‖s‖ = 1) (hw : w ^ n = s) :
    star w * w = 1 := by
  have h1 : ‖w‖ ^ n = 1 := by rw [← norm_pow, hw, hs]
  have h2 : ‖w‖ = 1 := (pow_eq_one_iff_of_nonneg (norm_nonneg w) hn).mp h1
  have h3 := Complex.conj_mul' w
  rw [h2] at h3
  simpa using h3
```

The one-way hop $T$ multiplies the wave by $w$. Inside the chain, $(T\psi)_i=w^{i+2}=w\,\psi_i$. At the last site, $(T\psi)_{n-1}=s\,w=w^n w=w\,\psi_{n-1}$. In Lean, `Fintype.sum_eq_single` reduces each matrix-vector sum to its one non-zero term.

```lean
/-- One-way hopping multiplies an allowed wave by `w`. -/
theorem hop_wave {n : ℕ} {s w : ℂ} (h : w ^ n = s) :
    hop n s *ᵥ wave n w = w • wave n w := by
  ext i
  have hlt := i.isLt
  simp only [Matrix.mulVec, dotProduct, Pi.smul_apply, smul_eq_mul]
  by_cases hi : (i : ℕ) + 1 < n
  · -- inside the chain only the next site contributes
    obtain ⟨j, hj⟩ : ∃ j : Fin n, (j : ℕ) = (i : ℕ) + 1 := ⟨⟨(i : ℕ) + 1, hi⟩, rfl⟩
    rw [Fintype.sum_eq_single j]
    · have e : hop n s i j = 1 := by rw [hop, Matrix.of_apply, if_pos hj]
      rw [e]
      simp only [wave, hj]
      ring
    · intro b hb
      have hb' : (b : ℕ) ≠ (j : ℕ) := fun e => hb (Fin.ext e)
      have e : hop n s i b = 0 := by
        rw [hop, Matrix.of_apply, if_neg (show ¬ (b : ℕ) = (i : ℕ) + 1 by omega),
          if_neg (show ¬ ((i : ℕ) + 1 = n ∧ (b : ℕ) = 0) by omega)]
      rw [e, zero_mul]
  · -- at the last site the closing bond supplies `s = w^n`
    have hi' : (i : ℕ) + 1 = n := by omega
    obtain ⟨j, hj⟩ : ∃ j : Fin n, (j : ℕ) = 0 := ⟨⟨0, by omega⟩, rfl⟩
    rw [Fintype.sum_eq_single j]
    · have e : hop n s i j = s := by
        rw [hop, Matrix.of_apply, if_neg (show ¬ (j : ℕ) = (i : ℕ) + 1 by omega),
          if_pos (And.intro hi' hj)]
      rw [e]
      simp only [wave]
      rw [hj, hi', h]
      ring
    · intro b hb
      have hb' : (b : ℕ) ≠ (j : ℕ) := fun e => hb (Fin.ext e)
      have hbl := b.isLt
      have e : hop n s i b = 0 := by
        rw [hop, Matrix.of_apply, if_neg (show ¬ (b : ℕ) = (i : ℕ) + 1 by omega),
          if_neg (show ¬ ((i : ℕ) + 1 = n ∧ (b : ℕ) = 0) by omega)]
      rw [e, zero_mul]
```

The reversed hop multiplies the wave by $1/w$. For $i>0$, $(T^\dagger\psi)_i=\psi_{i-1}=w^i=w^{-1}\psi_i$. At site $0$, $(T^\dagger\psi)_0=\bar s\,w^n=\bar s s=1=w^{-1}\psi_0$; this is where $|s|=1$ enters directly. Adding the two hops gives
$$H\psi(w)=(w+w^{-1})\,\psi(w).$$
The proof establishes the reversed hop as `hadj` and then adds it to `hop_wave`.

```lean
/-- If `s` has modulus one and `w^n = s`, the wave of `w` satisfies the eigenvalue equation of the
ring with eigenvalue `w + 1/w`. -/
theorem ringHopping_wave {n : ℕ} {s w : ℂ} (hs : ‖s‖ = 1) (h : w ^ n = s) :
    ringHopping n s *ᵥ wave n w = (w + w⁻¹) • wave n w := by
  -- the reversed hop multiplies the wave by `1/w`
  have hadj : (hop n s)ᴴ *ᵥ wave n w = w⁻¹ • wave n w := by
    ext i
    have hlt := i.isLt
    have hn : n ≠ 0 := by omega
    have hw : w ≠ 0 := by
      intro h0
      have h1 := root_phase hn hs h
      rw [h0, mul_zero] at h1
      exact zero_ne_one h1
    simp only [Matrix.mulVec, dotProduct, Matrix.conjTranspose_apply, Pi.smul_apply,
      smul_eq_mul]
    by_cases hi : (i : ℕ) = 0
    · obtain ⟨j, hj⟩ : ∃ j : Fin n, (j : ℕ) + 1 = n :=
        ⟨⟨n - 1, by omega⟩, by show n - 1 + 1 = n; omega⟩
      rw [Fintype.sum_eq_single j]
      · have e : hop n s j i = s := by
          rw [hop, Matrix.of_apply, if_neg (show ¬ (i : ℕ) = (j : ℕ) + 1 by omega),
            if_pos (And.intro hj hi)]
        rw [e]
        simp only [wave]
        rw [hj, h, hi, root_phase one_ne_zero hs (pow_one s), zero_add, pow_one,
          inv_mul_cancel₀ hw]
      · intro b hb
        have hb' : (b : ℕ) ≠ (j : ℕ) := fun e => hb (Fin.ext e)
        have e : hop n s b i = 0 := by
          rw [hop, Matrix.of_apply, if_neg (show ¬ (i : ℕ) = (b : ℕ) + 1 by omega),
            if_neg (show ¬ ((b : ℕ) + 1 = n ∧ (i : ℕ) = 0) by omega)]
        rw [e, star_zero, zero_mul]
    · obtain ⟨j, hj⟩ : ∃ j : Fin n, (i : ℕ) = (j : ℕ) + 1 :=
        ⟨⟨(i : ℕ) - 1, by omega⟩, by show (i : ℕ) = (i : ℕ) - 1 + 1; omega⟩
      rw [Fintype.sum_eq_single j]
      · have e : hop n s j i = 1 := by rw [hop, Matrix.of_apply, if_pos hj]
        rw [e]
        simp only [wave]
        rw [star_one, one_mul, hj, pow_succ w ((j : ℕ) + 1),
          mul_comm (w ^ ((j : ℕ) + 1)) w, inv_mul_cancel_left₀ hw]
      · intro b hb
        have hb' : (b : ℕ) ≠ (j : ℕ) := fun e => hb (Fin.ext e)
        have e : hop n s b i = 0 := by
          rw [hop, Matrix.of_apply, if_neg (show ¬ (i : ℕ) = (b : ℕ) + 1 by omega),
            if_neg (show ¬ ((b : ℕ) + 1 = n ∧ (i : ℕ) = 0) by omega)]
        rw [e, star_zero, zero_mul]
  rw [ringHopping, Matrix.add_mulVec, hop_wave h, hadj, add_smul]
```

## Orthogonality from a geometric sum

Let $w\ne z$ be two roots and put $q=\bar w z$. Their overlap is
$$\sum_{j=0}^{n-1}\overline{w^{j+1}}\,z^{j+1}=q\sum_{j=0}^{n-1}q^j .$$
Here $q^n=\bar s s=1$. Moreover $q\neq1$, because multiplying $\bar w z=1$ by $w$ would give $z=w$. The argument never compares eigenvalues, so it also covers degenerate pairs.

The proof turns on Mathlib's `geom_sum_mul`, which states the geometric sum without division:
$$\Big(\sum_{j=0}^{n-1}q^j\Big)(q-1)=q^n-1 .$$
This identity needs no condition on $q$. With $q^n=1$ the right-hand side vanishes, so one factor on the left must be zero. The fact `hq1` excludes $q-1$, and `resolve_right` leaves the sum as the vanishing factor. Distinctness of the roots is thus used at exactly one point.

```lean
/-- If `s` has modulus one and `n ≠ 0`, waves belonging to different roots of `w^n = s` are
orthogonal. -/
theorem wave_orthogonal {n : ℕ} (hn : n ≠ 0) {s w z : ℂ} (hs : ‖s‖ = 1)
    (hw : w ^ n = s) (hz : z ^ n = s) (hne : w ≠ z) :
    star (wave n w) ⬝ᵥ wave n z = 0 := by
  have hw1 := root_phase hn hs hw
  have hq : (star w * z) ^ n = 1 := by
    rw [mul_pow, ← star_pow, hw, hz, root_phase one_ne_zero hs (pow_one s)]
  have hq1 : star w * z - 1 ≠ 0 := fun e =>
    hne (by linear_combination (-w) * e + z * hw1)
  -- the overlap is a full geometric sum over an `n`-th root of unity
  have hg := geom_sum_mul (star w * z) n
  rw [hq, sub_self] at hg
  have h0 := (mul_eq_zero.mp hg).resolve_right hq1
  calc star (wave n w) ⬝ᵥ wave n z
      = ∑ j : Fin n, (star w * z) * (star w * z) ^ (j : ℕ) := by
        simp only [dotProduct, wave, Pi.star_apply, star_pow]
        refine Finset.sum_congr rfl fun j _ => ?_
        ring
    _ = (star w * z) * ∑ j ∈ Finset.range n, (star w * z) ^ j := by
        rw [← Finset.mul_sum, Fin.sum_univ_eq_sum_range (fun j => (star w * z) ^ j) n]
    _ = 0 := by rw [h0, mul_zero]
```

## The waves span the state space

The next theorem takes $n\ne0$ and $|s|=1$ and makes four statements: there are exactly $n$ roots, each wave satisfies the eigenvalue equation, waves of different roots are orthogonal, and together the waves span $\mathbb C^n$.

For the count, one root exists because $\mathbb C$ is algebraically closed. Multiplying it by the $n$ distinct $n$-th roots of unity gives all the others, without repetition since $s\ne0$.

For the span, suppose $\sum_z g_z\psi(z)=0$. Taking the overlap with $\psi(w)$ removes every term but one and leaves $n\,g_w=0$, because $\psi(w)$ has squared norm $n$. Hence every coefficient vanishes, and $n$ independent vectors span an $n$-dimensional space.

```lean
/-- For a closing bond of phase `s` there are exactly `n` roots of `w^n = s`; their waves are
eigenvectors with eigenvalues `w + 1/w`, pairwise orthogonal, and span the state space. -/
theorem ring_eigenbasis {n : ℕ} (hn : n ≠ 0) {s : ℂ} (hs : ‖s‖ = 1) :
    (momenta n s).card = n ∧
    (∀ w ∈ momenta n s, ringHopping n s *ᵥ wave n w = (w + w⁻¹) • wave n w) ∧
    (∀ w ∈ momenta n s, ∀ z ∈ momenta n s, w ≠ z → star (wave n w) ⬝ᵥ wave n z = 0) ∧
    Submodule.span ℂ (Set.range fun w : momenta n s => wave n (w : ℂ)) = ⊤ := by
  have hcard : (momenta n s).card = n := by
    have hp := Complex.isPrimitiveRoot_exp n hn
    have hs0 : s ≠ 0 := by
      intro h
      rw [h, norm_zero] at hs
      exact zero_ne_one hs
    rw [momenta, Multiset.toFinset_card_of_nodup (hp.nthRoots_nodup hs0), hp.card_nthRoots,
      if_pos (IsAlgClosed.exists_pow_nat_eq s (Nat.pos_of_ne_zero hn))]
  have horth : ∀ w ∈ momenta n s, ∀ z ∈ momenta n s, w ≠ z →
      star (wave n w) ⬝ᵥ wave n z = 0 := fun w hw z hz hne =>
    wave_orthogonal hn hs ((mem_momenta hn s w).mp hw) ((mem_momenta hn s z).mp hz) hne
  refine ⟨hcard, fun w hw => ringHopping_wave hs ((mem_momenta hn s w).mp hw), horth, ?_⟩
  -- each wave has squared norm `n`, so orthogonality gives linear independence
  have hli : LinearIndependent ℂ (fun w : momenta n s => wave n (w : ℂ)) := by
    rw [Fintype.linearIndependent_iff]
    intro g hg w
    have hnorm : star (wave n (w : ℂ)) ⬝ᵥ wave n (w : ℂ) = (n : ℂ) := by
      have h1 := root_phase hn hs ((mem_momenta hn s w).mp w.2)
      simp only [dotProduct, wave, Pi.star_apply, star_pow, ← mul_pow, h1, one_pow]
      simp
    have h2 := congrArg (fun x => star (wave n (w : ℂ)) ⬝ᵥ x) hg
    simp only [dotProduct_sum, dotProduct_smul, dotProduct_zero, smul_eq_mul] at h2
    rw [Fintype.sum_eq_single w, hnorm] at h2
    · exact (mul_eq_zero.mp h2).resolve_right (Nat.cast_ne_zero.mpr hn)
    · intro z hz
      rw [horth w w.2 z z.2 (fun e => hz (Subtype.ext e.symm)), mul_zero]
  apply hli.span_eq_top_of_card_eq_finrank'
  rw [Fintype.card_coe, hcard, Module.finrank_fin_fun]
```

## Momenta and energies

Write $s=e^{i\varphi}$ and $w=e^{ik}$ with real $\varphi$ and $k$. If $nk=\varphi+2\pi m$ for an integer $m$, then $w^n=e^{i\varphi}e^{2\pi i m}=s$, and the eigenvalue is $e^{ik}+e^{-ik}=2\cos k$. Replacing $m$ by $m+n$ shifts $k$ by $2\pi$ and gives the same wave.

```lean
/-- With closing phase `exp(iφ)`, a wave of momentum `k` with `n k = φ + 2π m` satisfies the
eigenvalue equation with energy `2 cos k`. -/
theorem band_energy (n : ℕ) (φ k : ℝ) (m : ℤ) (hk : n * k = φ + 2 * Real.pi * m) :
    ringHopping n (Complex.exp (φ * Complex.I)) *ᵥ wave n (Complex.exp (k * Complex.I)) =
      ((2 * Real.cos k : ℝ) : ℂ) • wave n (Complex.exp (k * Complex.I)) := by
  have hroot : Complex.exp (k * Complex.I) ^ n = Complex.exp (φ * Complex.I) := by
    have hk' : (n : ℂ) * k = φ + 2 * Real.pi * m := by exact_mod_cast hk
    have e : (n : ℂ) * (k * Complex.I) =
        φ * Complex.I + m * (2 * Real.pi * Complex.I) := by
      linear_combination Complex.I * hk'
    rw [← Complex.exp_nat_mul, e, Complex.exp_add, Complex.exp_int_mul_two_pi_mul_I, mul_one]
  have hcos : Complex.exp (k * Complex.I) + (Complex.exp (k * Complex.I))⁻¹ =
      ((2 * Real.cos k : ℝ) : ℂ) := by
    push_cast
    rw [← Complex.exp_neg, Complex.cos, neg_mul]
    ring
  rw [ringHopping_wave (Complex.norm_exp_ofReal_mul_I φ) hroot, hcos]
```

Setting $\varphi=0$ gives $nk=2\pi m$ on the periodic ring. Setting $\varphi=\pi$ gives $nk=(2m+1)\pi$ on the antiperiodic ring.

```lean
/-- The energy is `2 cos k` for `n k = 2π m` on the periodic ring (`s = 1`) and for
`n k = (2m + 1)π` on the antiperiodic ring (`s = -1`). -/
theorem parity_momenta (n : ℕ) (k : ℝ) (m : ℤ) :
    (n * k = 2 * Real.pi * m →
      ringHopping n 1 *ᵥ wave n (Complex.exp (k * Complex.I)) =
        ((2 * Real.cos k : ℝ) : ℂ) • wave n (Complex.exp (k * Complex.I))) ∧
    (n * k = (2 * m + 1) * Real.pi →
      ringHopping n (-1) *ᵥ wave n (Complex.exp (k * Complex.I)) =
        ((2 * Real.cos k : ℝ) : ℂ) • wave n (Complex.exp (k * Complex.I))) := by
  constructor
  · intro hk
    have h := band_energy n 0 k m (by rw [hk]; ring)
    rwa [Complex.ofReal_zero, zero_mul, Complex.exp_zero] at h
  · intro hk
    have h := band_energy n Real.pi k m (by rw [hk]; ring)
    rwa [Complex.exp_pi_mul_I] at h

end

end ParityDependentMomenta
```

```lean
#print axioms ParityDependentMomenta.ringHopping_entries
#print axioms ParityDependentMomenta.ringHopping_wave
#print axioms ParityDependentMomenta.ring_eigenbasis
#print axioms ParityDependentMomenta.parity_momenta
```

```
'ParityDependentMomenta.ringHopping_entries' depends on axioms: [propext, Classical.choice, Quot.sound]
'ParityDependentMomenta.ringHopping_wave' depends on axioms: [propext, Classical.choice, Quot.sound]
'ParityDependentMomenta.ring_eigenbasis' depends on axioms: [propext, Classical.choice, Quot.sound]
'ParityDependentMomenta.parity_momenta' depends on axioms: [propext, Classical.choice, Quot.sound]
```

## Three sites with an antiperiodic bond

For $n=3$ and $s=-1$,
$$H=\begin{pmatrix}0&1&-1\\1&0&1\\-1&1&0\end{pmatrix}.$$
The roots of $w^3=-1$ are $-1$ and $e^{\pm i\pi/3}$, with energies $-2$, $1$ and $1$. For $w=-1$ the wave is $(-1,1,-1)$, and $H$ sends it to $(2,-2,2)$, which is $-2$ times the wave.

The other two waves share the energy $1$. For $w=e^{i\pi/3}$ and $z=e^{-i\pi/3}$, $q=\bar w z=e^{-2\pi i/3}$, and the overlap is $q+q^2+q^3=0$. With $s=1$ the energies are instead $2$, $-1$ and $-1$.
